# A rotation of determinant +1 can make the overlap determinant of two fermionic Gaussian states vanish

The theorem gives an example with two fermionic modes, described by four Majorana operators and a real 4 × 4 covariance matrix `twoMode`. Reversing the sign of Majoranas 1 and 3 is an orthogonal rotation of determinant +1, yet the determinant of the mean of the original and rotated covariance matrices is zero. The statement concerns these matrices only; the quantum states themselves do not appear in it. The proof checks orthogonality entry by entry and computes the determinant of the diagonal rotation, then shows that the rotation turns `twoMode` into `-twoMode`, so that the mean is the zero matrix.

This version doesn't compile in Lean 4 with Mathlib:

```lean
import Mathlib

open Matrix

namespace OppositeParityOrthogonality

noncomputable section

variable {n : Type*} [Fintype n] [DecidableEq n]

/-- The covariance matrix after the Bogoliubov rotation `R` of the Majorana operators. -/
def rotate (R G : Matrix n n ℝ) : Matrix n n ℝ := R * G * Rᵀ

/-- The overlap determinant of two Gaussian states: the determinant of the mean of their
covariance matrices. -/
def overlapDet (G G' : Matrix n n ℝ) : ℝ := ((1 / 2 : ℝ) • (G + G')).det

/-- A covariance matrix of two fermionic modes, pairing Majoranas 0, 1 and Majoranas 2, 3. -/
def twoMode : Matrix (Fin 4) (Fin 4) ℝ :=
  !![0, 1, 0, 0; -1, 0, 0, 0; 0, 0, 0, 1; 0, 0, -1, 0]

/-- Reflecting Majoranas 1 and 3 is an orthogonal rotation of determinant `+1`, and the overlap
determinant of `twoMode` and its image under this rotation vanishes. -/
theorem overlapDet_zero_of_proper_rotation :
    diagonal ![1, -1, 1, (-1 : ℝ)] * (diagonal ![1, -1, 1, (-1 : ℝ)])ᵀ = 1 ∧
    (diagonal ![1, -1, 1, (-1 : ℝ)]).det = 1 ∧
    overlapDet twoMode (rotate (diagonal ![1, -1, 1, (-1 : ℝ)]) twoMode) = 0 := by
  refine ⟨?_, ?_, ?_⟩
  · ext i j
    fin_cases i <;> fin_cases j <;> simp [diagonal_transpose, diagonal_mul_diagonal]
  · simp [det_diagonal, Fin.prod_univ_succ]
  · have h : rotate (diagonal ![1, -1, 1, (-1 : ℝ)]) twoMode = -twoMode := by
      unfold rotate
      rw [diagonal_transpose]
      ext i j
      rw [mul_diagonal, diagonal_mul]
      fin_cases i <;> fin_cases j <;> simp [twoMode]
    unfold overlapDet
    rw [h, add_neg_cancel, smul_zero]
    exact Matrix.det_zero ⟨0⟩

end

end OppositeParityOrthogonality
```

Messages:

```
Main.lean:40:10: error: Function expected at
  det_zero
but this term has type
  det 0 = 0

Note: Expected a function because this term is being applied to the argument
  ⟨0⟩
Main.lean:30:62: warning: This simp argument is unused:
  diagonal_mul_diagonal

Hint: Omit it from the simp argument list.
  [apply] simp [diagonal_transpose]

Note: This linter can be disabled with `set_option linter.unusedSimpArgs false`
```

Cause. The error is in the last step, after the rewrites have reduced the goal to the statement that the determinant of the 4 × 4 zero matrix is 0. `Matrix.det_zero` is the right lemma, but the attempt hands it the argument `⟨0⟩`, evidently as a proof that the index type `Fin 4` is nonempty. That condition matters, since the determinant of an empty matrix is 1, but the lemma does not take it as an explicit argument. As the message says, `det_zero` already has type `det 0 = 0`, which is an equation and not a function, so it cannot be applied to anything. With `⟨0⟩` removed, the lemma closes the goal, and Lean finds the nonemptiness of `Fin 4` by itself.

The other message is only a warning that `simp` never used `diagonal_mul_diagonal` in the orthogonality check. Dropping it from the list is tidying and plays no part in curing the error.

Lean accepts the file once it reads:

```diff
@@ -28,5 +28,5 @@
   refine ⟨?_, ?_, ?_⟩
   · ext i j
-    fin_cases i <;> fin_cases j <;> simp [diagonal_transpose, diagonal_mul_diagonal]
+    fin_cases i <;> fin_cases j <;> simp [diagonal_transpose]
   · simp [det_diagonal, Fin.prod_univ_succ]
   · have h : rotate (diagonal ![1, -1, 1, (-1 : ℝ)]) twoMode = -twoMode := by
@@ -38,5 +38,5 @@
     unfold overlapDet
     rw [h, add_neg_cancel, smul_zero]
-    exact Matrix.det_zero ⟨0⟩
+    exact Matrix.det_zero
 
 end
```
